# For $F_2>0$, a doubly occupied real p orbital lies $3F_2$ above the $^1D$ level of p²

## Orbitals and pair amplitudes

A p orbital is written in the Cartesian basis $p_x,p_y,p_z$ as a column $x=(x_0,x_1,x_2)$ of complex numbers, numbered from 0 as in Lean. It is normalised when $\sum_i|x_i|^2=1$. The product $x^Tx=\sum_i x_i^2$ contains no complex conjugation, so for a complex orbital it can be smaller than 1 in modulus, or zero.

```lean
import Mathlib

open Matrix ComplexConjugate

namespace DoublyOccupiedPOrbitals

noncomputable section

/-- Two-electron amplitudes of a p shell in the Cartesian basis: the space `ℂ³ ⊗ ℂ³`. -/
abbrev PairAmp := Matrix (Fin 3) (Fin 3) ℂ
```

A spatial state of two p electrons has nine amplitudes $T_{ij}$, with $i$ for the first electron and $j$ for the second. `PairAmp` stores them as a complex $3\times3$ matrix; `Fin 3` is the index set $\{0,1,2\}$. Spin is not represented. Symmetric matrices belong to the spin singlets: the traceless ones form $^1D$, and the multiples of the unit matrix form $^1S$.

```lean
/-- The product state `x ⊗ x`, in which both electrons occupy the orbital `x`. -/
def doubleOcc (x : Fin 3 → ℂ) : PairAmp := Matrix.of fun i j => x i * x j
```

With both electrons in $x$, the amplitudes are $(x\otimes x)_{ij}=x_ix_j$. This matrix is symmetric, as the spin singlet requires, and its trace is $x^Tx$.

## The repulsion and its two singlet levels

```lean
/-- A linear operator that acts as `F0 + F2` on symmetric traceless amplitudes (1D)
and as `F0 + 10 F2` on the trace amplitude (1S). -/
structure IsSingletRepulsion (F0 F2 : ℝ) (V : PairAmp →ₗ[ℂ] PairAmp) : Prop where
  traceless : ∀ T : PairAmp, Tᵀ = T → T.trace = 0 → V T = ((F0 : ℂ) + F2) • T
  scalar : V 1 = ((F0 : ℂ) + 10 * F2) • (1 : PairAmp)
```

`V` is a complex-linear map on pair amplitudes. The structure collects two conditions on it:

$$VT=(F_0+F_2)\,T\quad\text{if }T^T=T,\ \operatorname{tr}T=0,\qquad V\mathbf 1=(F_0+10F_2)\,\mathbf 1 .$$

In Lean, `ᵀ` is the transpose and `•` is multiplication by a scalar. The two values are the first-order electrostatic energies of $^1D$ and $^1S$ in a p² shell. They are assumed here, not derived from Coulomb integrals. Here $F_0=F^0$ and $F_2=F^2/25$, where $F^0$ and $F^2$ are the monopole and quadrupole Slater integrals of the p shell. For the Coulomb repulsion $F^2$ is positive, and so is $F_2$. Nothing is required of `V` on antisymmetric amplitudes, the $^3P$ states, and `V` need not be Hermitian.

```lean
/-- The sum `⟨x ⊗ x| V |x ⊗ x⟩`; for a normalised `x` it is the expectation value of `V` in the
product state `x ⊗ x`. -/
def pairEnergy (V : PairAmp →ₗ[ℂ] PairAmp) (x : Fin 3 → ℂ) : ℂ :=
  ∑ i, ∑ j, conj (doubleOcc x i j) * V (doubleOcc x) i j
```

This is the sum $E(x)=\sum_{ij}\overline{x_ix_j}\,[V(x\otimes x)]_{ij}$, which for a normalised $x$ is the expectation value of $V$. Its type is `ℂ`, so that the energy is real is something to be proved.

```lean
/-- The operator `T ↦ (F0 - 2 F2) T + 3 F2 Tᵀ + 3 F2 tr(T) 1` on p-shell amplitudes. -/
def cartesianRepulsion (F0 F2 : ℝ) : PairAmp →ₗ[ℂ] PairAmp where
  toFun T := ((F0 : ℂ) - 2 * F2) • T + (3 * (F2 : ℂ)) • Tᵀ
    + (3 * (F2 : ℂ) * T.trace) • (1 : PairAmp)
  map_add' S T := by
    simp only [Matrix.transpose_add, Matrix.trace_add]
    module
  map_smul' a T := by
    simp only [Matrix.transpose_smul, Matrix.trace_smul, smul_eq_mul, RingHom.id_apply]
    module
```

Here is a concrete candidate for the repulsion:

$$T\mapsto (F_0-2F_2)\,T+3F_2\,T^T+3F_2\operatorname{tr}(T)\,\mathbf 1 .$$

The fields `map_add'` and `map_smul'` prove that it is linear.

```lean
/-- The Cartesian repulsion operator has the required action on the symmetric traceless
amplitudes and on the trace amplitude. -/
theorem isSingletRepulsion_witness (F0 F2 : ℝ) :
    IsSingletRepulsion F0 F2 (cartesianRepulsion F0 F2) where
  traceless T hT h0 := by
    simp only [cartesianRepulsion, LinearMap.coe_mk, AddHom.coe_mk, hT, h0]
    module
  scalar := by
    simp only [cartesianRepulsion, LinearMap.coe_mk, AddHom.coe_mk, Matrix.transpose_one,
      Matrix.trace_one, Fintype.card_fin, Nat.cast_ofNat]
    module
```

The candidate meets both conditions for all real $F_0$ and $F_2$, so the later theorems do speak about an existing operator. On a symmetric traceless $T$ the factor is $(F_0-2F_2)+3F_2=F_0+F_2$. On the unit matrix, whose trace is 3, it is $(F_0-2F_2)+3F_2+9F_2=F_0+10F_2$. The tactic `module` does this collecting of coefficients.

## The energy of a doubly occupied orbital

```lean
variable {F0 F2 : ℝ} {V : PairAmp →ₗ[ℂ] PairAmp} {x : Fin 3 → ℂ}

/-- The repulsion returns `x ⊗ x` multiplied by `F0 + F2`, plus the trace amplitude
multiplied by `3 F2 xᵀx`. -/
theorem repulsion_doubleOcc (hV : IsSingletRepulsion F0 F2 V) (x : Fin 3 → ℂ) :
    V (doubleOcc x) = ((F0 : ℂ) + F2) • doubleOcc x
      + (3 * (F2 : ℂ) * (x ⬝ᵥ x)) • (1 : PairAmp) := by
  have hs : (doubleOcc x)ᵀ = doubleOcc x := by
    ext i j
    show x j * x i = x i * x j
    ring
  have ht : (doubleOcc x).trace = x ⬝ᵥ x := rfl
  -- remove the trace part, on which the repulsion has a different value
  have h := hV.traceless (doubleOcc x - ((x ⬝ᵥ x) / 3) • (1 : PairAmp))
    (by rw [Matrix.transpose_sub, Matrix.transpose_smul, Matrix.transpose_one, hs])
    (by
      rw [Matrix.trace_sub, Matrix.trace_smul, Matrix.trace_one, ht, Fintype.card_fin,
        smul_eq_mul]
      push_cast
      ring)
  calc V (doubleOcc x)
      = V (doubleOcc x - ((x ⬝ᵥ x) / 3) • (1 : PairAmp)) + ((x ⬝ᵥ x) / 3) • V 1 := by
        rw [← map_smul, ← map_add, sub_add_cancel]
    _ = _ := by
        rw [h, hV.scalar]
        module
```

The `variable` line lets the remaining theorems hold for arbitrary `F0`, `F2`, `V` and `x`. The hypothesis `hV` says that `V` satisfies the two conditions, and `x ⬝ᵥ x` is $x^Tx$. The statement is

$$V(x\otimes x)=(F_0+F_2)\,x\otimes x+3F_2\,(x^Tx)\,\mathbf 1 .$$

To derive it, split off the trace:

$$x\otimes x=\Big(x\otimes x-\tfrac{x^Tx}{3}\mathbf 1\Big)+\tfrac{x^Tx}{3}\mathbf 1 .$$

The bracket is symmetric and has trace $x^Tx-\tfrac{x^Tx}{3}\cdot3=0$, so $V$ multiplies it by $F_0+F_2$. The last term is multiplied by $F_0+10F_2$. The excess of $9F_2$ on the trace part contributes $9F_2\cdot\tfrac{x^Tx}{3}\mathbf 1=3F_2(x^Tx)\mathbf 1$.

In the proof, `hs` and `ht` give the symmetry and the trace of $x\otimes x$, `h` applies the $^1D$ condition to the bracket, and the `calc` block adds the two parts. Normalisation is not needed yet.

```lean
/-- A doubly occupied normalised p orbital `x` has the energy `F0 + F2 + 3 F2 |xᵀx|²`. -/
theorem pairEnergy_eq (hV : IsSingletRepulsion F0 F2 V) (hx : ∑ i, ‖x i‖ ^ 2 = 1) :
    pairEnergy V x = ((F0 + F2 + 3 * F2 * ‖x ⬝ᵥ x‖ ^ 2 : ℝ) : ℂ) := by
  have hn : conj (x 0) * x 0 + conj (x 1) * x 1 + conj (x 2) * x 2 = 1 := by
    simp only [← Complex.normSq_eq_conj_mul_self, Complex.normSq_eq_norm_sq]
    rw [Fin.sum_univ_three] at hx
    exact_mod_cast hx
  have hz : ((‖x ⬝ᵥ x‖ ^ 2 : ℝ) : ℂ) = conj (x ⬝ᵥ x) * (x ⬝ᵥ x) := by
    rw [← Complex.normSq_eq_norm_sq, Complex.normSq_eq_conj_mul_self]
  rw [Complex.ofReal_add, Complex.ofReal_mul, hz]
  push_cast
  simp only [pairEnergy, repulsion_doubleOcc hV]
  simp only [doubleOcc, Matrix.add_apply, Matrix.smul_apply, smul_eq_mul, Matrix.of_apply,
    Matrix.one_apply, dotProduct, Fin.sum_univ_three, map_mul, map_add, Fin.isValue,
    Fin.reduceEq, zero_ne_one, one_ne_zero, ↓reduceIte]
  -- the first term is `F0 + F2` times the square of the normalisation sum
  linear_combination ((F0 : ℂ) + F2) *
    (conj (x 0) * x 0 + conj (x 1) * x 1 + conj (x 2) * x 2 + 1) * hn
```

For a normalised orbital,

$$E(x)=F_0+F_2+3F_2\,|x^Tx|^2 .$$

Insert the previous result into the expectation value:

$$E(x)=(F_0+F_2)\Big(\sum_i|x_i|^2\Big)^2+3F_2\,(x^Tx)\sum_i\overline{x_i}^{\,2}.$$

The first sum is 1, and the second is $\overline{x^Tx}$. The right-hand side of the Lean statement is a real number regarded as a complex one, so the energy is indeed real.

The auxiliary facts `hn` and `hz` are $\sum_i\overline{x_i}x_i=1$ and $|x^Tx|^2=\overline{x^Tx}\,x^Tx$. After the sums are written out, `linear_combination` checks that the goal follows from a stated multiple of `hn`. The multiplier comes from $n^2-1=(n+1)(n-1)$, where $n$ is the normalisation sum.

It is easy to read $x^Tx$ as $x^\dagger x$. The latter is 1 for every normalised orbital, and the formula would then wrongly put all of them at $F_0+4F_2$. Lean's `⬝ᵥ` does not conjugate; the conjugation in the expectation value is written explicitly as `conj`.

```lean
/-- For `F2 > 0` the energy of a doubly occupied normalised p orbital lies between
`F0 + F2` and `F0 + 4 F2`. -/
theorem pairEnergy_bounds (hV : IsSingletRepulsion F0 F2 V) (hF : 0 < F2)
    (hx : ∑ i, ‖x i‖ ^ 2 = 1) :
    F0 + F2 ≤ (pairEnergy V x).re ∧ (pairEnergy V x).re ≤ F0 + 4 * F2 := by
  have h1 : ‖x ⬝ᵥ x‖ ≤ 1 := by
    calc ‖x ⬝ᵥ x‖ ≤ ∑ i, ‖x i * x i‖ := norm_sum_le _ _
      _ = ∑ i, ‖x i‖ ^ 2 := by simp only [norm_mul, pow_two]
      _ = 1 := hx
  have h2 : ‖x ⬝ᵥ x‖ ^ 2 ≤ 1 := pow_le_one₀ (norm_nonneg _) h1
  rw [pairEnergy_eq hV hx, Complex.ofReal_re]
  constructor
  · nlinarith [mul_nonneg hF.le (sq_nonneg ‖x ⬝ᵥ x‖)]
  · nlinarith [mul_le_mul_of_nonneg_left h2 hF.le]
```

For $F_2>0$ the energy lies between $F_0+F_2$ and $F_0+4F_2$. The lower bound holds because $3F_2|x^Tx|^2\ge0$. The upper bound uses the triangle inequality, which is the `calc` block:

$$|x^Tx|\le\sum_i|x_i^2|=\sum_i|x_i|^2=1 .$$

`nlinarith` completes the two inequalities.

## Real orbitals

```lean
/-- Every doubly occupied normalised real p orbital has an energy that differs from the
1D energy `F0 + F2` by exactly `3 F2`. -/
theorem real_orbital_gap (hV : IsSingletRepulsion F0 F2 V) (r : Fin 3 → ℝ)
    (hr : ∑ i, r i ^ 2 = 1) :
    pairEnergy V (fun i => (r i : ℂ)) - ((F0 : ℂ) + F2) = 3 * F2 := by
  have hx : ∑ i, ‖(r i : ℂ)‖ ^ 2 = 1 := by
    simpa only [Complex.norm_real, Real.norm_eq_abs, sq_abs] using hr
  have hz : (fun i => (r i : ℂ)) ⬝ᵥ (fun i => (r i : ℂ)) = 1 := by
    simp only [dotProduct, ← pow_two]
    exact_mod_cast hr
  rw [pairEnergy_eq hV hx, hz, norm_one]
  push_cast
  ring
```

Here `r` is a real vector with $\sum_i r_i^2=1$, and `(r i : ℂ)` is its component regarded as a complex number. Then $x^Tx=\sum_i r_i^2=1$, so $E=F_0+4F_2$, and subtracting $F_0+F_2$ leaves $3F_2$. The orientation of the orbital plays no part. The equation holds for either sign of $F_2$; the word "above" needs $F_2>0$.

For electronic structure this means that, in a fixed p shell with first-order repulsion, a closed-shell determinant with one doubly occupied real p orbital overestimates the $^1D$ energy by $3F_2$.

```lean
/-- For `F2 ≠ 0` a doubly occupied normalised orbital has the energy `F0 + 4 F2` exactly
when it is a real orbital times a phase factor. -/
theorem pairEnergy_eq_real_iff (hV : IsSingletRepulsion F0 F2 V) (hF : F2 ≠ 0)
    (hx : ∑ i, ‖x i‖ ^ 2 = 1) :
    pairEnergy V x = ((F0 + 4 * F2 : ℝ) : ℂ) ↔
      ∃ (c : ℂ) (r : Fin 3 → ℝ), ‖c‖ = 1 ∧ ∀ i, x i = c * r i := by
  rw [pairEnergy_eq hV hx, Complex.ofReal_inj]
  rw [Fin.sum_univ_three] at hx
  constructor
  · intro h
    have h0 : F2 * (‖x ⬝ᵥ x‖ ^ 2 - 1) = 0 := by linear_combination h / 3
    have h1 : ‖x ⬝ᵥ x‖ ^ 2 = 1 := sub_eq_zero.mp ((mul_eq_zero.mp h0).resolve_left hF)
    -- the phase is a square root of `xᵀx`
    obtain ⟨c, hc⟩ := IsAlgClosed.exists_pow_nat_eq (x ⬝ᵥ x) (n := 2) two_pos
    rw [← hc, norm_pow, ← pow_mul] at h1
    have hcn : ‖c‖ = 1 := (pow_eq_one_iff_of_nonneg (norm_nonneg c) (by norm_num)).mp h1
    have hcc : conj c * c = 1 := by
      rw [← Complex.normSq_eq_conj_mul_self, Complex.normSq_eq_norm_sq, hcn]
      norm_num
    simp only [dotProduct, Fin.sum_univ_three] at hc
    have hy : (conj c * x 0) ^ 2 + (conj c * x 1) ^ 2 + (conj c * x 2) ^ 2 = 1 := by
      linear_combination (-(conj c) ^ 2) * hc + (conj c * c + 1) * hcc
    have hsq : ∀ w : ℂ, (w ^ 2).re = w.re ^ 2 - w.im ^ 2 := by
      intro w
      rw [pow_two, Complex.mul_re]
      ring
    have hre := congrArg Complex.re hy
    rw [Complex.add_re, Complex.add_re, hsq, hsq, hsq, Complex.one_re] at hre
    have hyn : ∀ i, (conj c * x i).re ^ 2 + (conj c * x i).im ^ 2 = ‖x i‖ ^ 2 := by
      intro i
      have hi : ‖conj c * x i‖ = ‖x i‖ := by
        rw [norm_mul, RCLike.norm_conj, hcn, one_mul]
      rw [← hi, ← Complex.normSq_eq_norm_sq, Complex.normSq_apply]
      ring
    -- comparison with the norm removes all imaginary parts
    have hs : ∑ i, (conj c * x i).im ^ 2 = 0 := by
      rw [Fin.sum_univ_three]
      linarith [hyn 0, hyn 1, hyn 2]
    have him : ∀ i, (conj c * x i).im = 0 := fun i =>
      (pow_eq_zero_iff two_ne_zero).mp
        ((Finset.sum_eq_zero_iff_of_nonneg (fun i _ => sq_nonneg _)).mp hs i
          (Finset.mem_univ i))
    refine ⟨c, fun i => (conj c * x i).re, hcn, fun i => ?_⟩
    have hi : (((conj c * x i).re : ℝ) : ℂ) = conj c * x i :=
      Complex.ext (Complex.ofReal_re _) ((Complex.ofReal_im _).trans (him i).symm)
    show x i = c * (((conj c * x i).re : ℝ) : ℂ)
    rw [hi]
    linear_combination (-(x i)) * hcc
  · rintro ⟨c, r, hc, hr⟩
    have hn : ∀ i, ‖x i‖ ^ 2 = r i ^ 2 := by
      intro i
      rw [hr i, norm_mul, hc, one_mul, Complex.norm_real, Real.norm_eq_abs, sq_abs]
    rw [hn 0, hn 1, hn 2] at hx
    have hrc : (r 0 : ℂ) ^ 2 + (r 1 : ℂ) ^ 2 + (r 2 : ℂ) ^ 2 = 1 := by exact_mod_cast hx
    have hz : x ⬝ᵥ x = c ^ 2 := by
      simp only [dotProduct, Fin.sum_univ_three, hr]
      linear_combination c ^ 2 * hrc
    rw [hz, norm_pow, hc]
    ring
```

For $F_2\ne0$, a normalised orbital has the energy $F_0+4F_2$ exactly when $x_i=c\,r_i$ with $|c|=1$ and real $r_i$. At $F_2=0$ every orbital has the energy $F_0$, and the equivalence fails.

From left to right, the energy formula gives $|x^Tx|=1$. Choose $c$ with $c^2=x^Tx$, so that $|c|=1$, and set $y_i=\bar c\,x_i$. Then $\sum_i y_i^2=\bar c^{\,2}c^2=1$. The real part of this equation and the normalisation read

$$\sum_i\big[(\operatorname{Re}y_i)^2-(\operatorname{Im}y_i)^2\big]=1,\qquad \sum_i\big[(\operatorname{Re}y_i)^2+(\operatorname{Im}y_i)^2\big]=1 .$$

Subtraction gives $\sum_i(\operatorname{Im}y_i)^2=0$, so every $y_i$ is real, and $x_i=c\,y_i$.

In Lean, `obtain ⟨c, hc⟩` takes the square root, `hy` is $\sum_i y_i^2=1$, `hre` is its real part, and `hyn` splits each $|x_i|^2$ into the squared real and imaginary parts of $y_i$. Then `hs` and `him` remove the imaginary parts, and `refine` supplies $c$ and $r_i=\operatorname{Re}y_i$.

From right to left, $|c|=1$ and the normalisation of $x$ give $\sum_i r_i^2=1$. Hence $x^Tx=c^2$ has modulus 1, and the energy is $F_0+4F_2$.

## Complex orbitals that reach $^1D$

```lean
/-- For `F2 ≠ 0` a doubly occupied normalised orbital has the 1D energy `F0 + F2` exactly
when `xᵀx = 0`. -/
theorem pairEnergy_eq_D_iff (hV : IsSingletRepulsion F0 F2 V) (hF : F2 ≠ 0)
    (hx : ∑ i, ‖x i‖ ^ 2 = 1) :
    pairEnergy V x = ((F0 + F2 : ℝ) : ℂ) ↔ x ⬝ᵥ x = 0 := by
  rw [pairEnergy_eq hV hx, Complex.ofReal_inj]
  constructor
  · intro h
    have h0 : F2 * ‖x ⬝ᵥ x‖ ^ 2 = 0 := by linear_combination h / 3
    exact norm_eq_zero.mp
      ((pow_eq_zero_iff two_ne_zero).mp ((mul_eq_zero.mp h0).resolve_left hF))
  · intro h
    rw [h, norm_zero]
    ring
```

For $F_2\neq0$, the energy equals $F_0+F_2$ exactly when $x^Tx=0$. By the energy formula the equality means $3F_2|x^Tx|^2=0$, and division by $3F_2$ leaves $x^Tx=0$; the converse is substitution. If $x=a+ib$ with real vectors $a$ and $b$, the condition says that $a$ and $b$ are perpendicular and equally long.

```lean
/-- The circular orbital `(1, i, 0)/√2`. -/
def circular : Fin 3 → ℂ :=
  ![(((√2)⁻¹ : ℝ) : ℂ), (((√2)⁻¹ : ℝ) : ℂ) * Complex.I, 0]
```

The notation `![…]` lists the components of a vector. This one is $(1,i,0)/\sqrt2$, the p orbital with $m=+1$ along $z$.

```lean
/-- The circular orbital is normalised, and its double occupation is an eigenstate of the
repulsion with the 1D energy `F0 + F2`, which is also its expectation value. -/
theorem circular_reaches_D (hV : IsSingletRepulsion F0 F2 V) :
    ∑ i, ‖circular i‖ ^ 2 = 1 ∧
      V (doubleOcc circular) = ((F0 : ℂ) + F2) • doubleOcc circular ∧
      pairEnergy V circular = ((F0 + F2 : ℝ) : ℂ) := by
  have h2 : ((√2)⁻¹ : ℝ) ^ 2 = 1 / 2 := by
    rw [inv_pow, Real.sq_sqrt (by norm_num)]
    norm_num
  have hx : ∑ i, ‖circular i‖ ^ 2 = 1 := by
    rw [Fin.sum_univ_three]
    show ‖(((√2)⁻¹ : ℝ) : ℂ)‖ ^ 2 + ‖(((√2)⁻¹ : ℝ) : ℂ) * Complex.I‖ ^ 2
      + ‖(0 : ℂ)‖ ^ 2 = 1
    rw [norm_mul, Complex.norm_I, mul_one, norm_zero, Complex.norm_real,
      Real.norm_eq_abs, sq_abs, h2]
    norm_num
  have hz : circular ⬝ᵥ circular = 0 := by
    simp only [dotProduct, Fin.sum_univ_three]
    show (((√2)⁻¹ : ℝ) : ℂ) * (((√2)⁻¹ : ℝ) : ℂ)
      + (((√2)⁻¹ : ℝ) : ℂ) * Complex.I * ((((√2)⁻¹ : ℝ) : ℂ) * Complex.I)
      + (0 : ℂ) * 0 = 0
    linear_combination (((√2)⁻¹ : ℝ) : ℂ) ^ 2 * Complex.I_sq
  refine ⟨hx, ?_, ?_⟩
  · rw [repulsion_doubleOcc hV, hz, mul_zero, zero_smul, add_zero]
  · rw [pairEnergy_eq hV hx, hz, norm_zero]
    congr 1
    ring

end

end DoublyOccupiedPOrbitals
```

The theorem joins three statements by `∧`, "and". The orbital is normalised, since $\tfrac12+\tfrac12+0=1$. Its pair state satisfies $V(x\otimes x)=(F_0+F_2)\,x\otimes x$. Its expectation value is $F_0+F_2$.

The last two follow from $x^Tx=\tfrac12(1+i^2)=0$, which is `hz`: the trace term in $V(x\otimes x)$ disappears, and so does the last term of the energy formula. The doubly occupied circular orbital is therefore an eigenstate of the repulsion, and not merely a state with the right average energy. This agrees with the angular momentum count, since two electrons with $m=+1$ have $M_L=2$, which in p² occurs only in $^1D$.

```lean
#print axioms DoublyOccupiedPOrbitals.pairEnergy_bounds
#print axioms DoublyOccupiedPOrbitals.real_orbital_gap
#print axioms DoublyOccupiedPOrbitals.pairEnergy_eq_D_iff
#print axioms DoublyOccupiedPOrbitals.circular_reaches_D
```

```
'DoublyOccupiedPOrbitals.pairEnergy_bounds' depends on axioms: [propext, Classical.choice, Quot.sound]
'DoublyOccupiedPOrbitals.real_orbital_gap' depends on axioms: [propext, Classical.choice, Quot.sound]
'DoublyOccupiedPOrbitals.pairEnergy_eq_D_iff' depends on axioms: [propext, Classical.choice, Quot.sound]
'DoublyOccupiedPOrbitals.circular_reaches_D' depends on axioms: [propext, Classical.choice, Quot.sound]
```
